# Two-dimensional exciton states \(r^l p(r)e^{-qr}\) with \(\deg p=n\) exist exactly for \(q=1/(n+l+\tfrac12)\)

The radial state of the exciton is taken here to be a real function of the form \(r^l p(r)e^{-qr}\), with \(p\) a real polynomial, and the Schrödinger equation is imposed only at \(r>0\). The question is which real \(q\) allow such a state with energy \(-q^2/2\). Solutions of any other form are not considered, nor are self-adjointness and completeness.

The model is the relative motion of one electron and one hole with isotropic effective masses, confined to a plane and attracted by a Coulomb potential proportional to \(-1/r\), where \(r\) is their distance and screening enters only through a dielectric constant. Within this model, the result gives exact bound-state energies against which a numerical radial exciton solver can be tested.

## The Hamiltonian and the trial states

```lean
import Mathlib

open Polynomial

namespace TwoDimensionalExciton

noncomputable section
```

The first line loads Mathlib. Opening `Polynomial` provides the notation `ℝ[X]` for real polynomials in a formal variable `X`.

```lean
/-- The radial Hamiltonian of a two-dimensional exciton with angular momentum `l`, in
excitonic atomic units, for `r ≠ 0`. -/
def radialHamiltonian (l : ℕ) (f : ℝ → ℝ) (r : ℝ) : ℝ :=
  -(deriv (deriv f) r + deriv f r / r - (l : ℝ) ^ 2 * f r / r ^ 2) / 2 - f r / r
```

For a radial function \(f\), this reads

\[
(H_l f)(r)=-\tfrac12\Big(f''+\frac{f'}{r}-\frac{l^2}{r^2}f\Big)-\frac{f}{r}.
\]

The natural number \(l\) is the magnitude of the angular momentum in units of \(\hbar\). Lengths are in effective Bohr radii and energies in effective Hartrees, both built from the reduced mass and the dielectric constant.

```lean
/-- The radial envelope function `r^l p(r) exp(-q r)`. -/
def envelope (l : ℕ) (q : ℝ) (p : ℝ[X]) (r : ℝ) : ℝ :=
  r ^ l * p.eval r * Real.exp (-q * r)
```

This is \(f(r)=r^l p(r)e^{-qr}\), not normalised. `p.eval r` is the number \(p(r)\).

```lean
/-- The Laguerre-type expression `r p'' + (2l + 1 - 2 q r) p' + (2 - (2l + 1) q) p`. -/
def laguerreOp (l : ℕ) (q : ℝ) (p : ℝ[X]) : ℝ[X] :=
  X * derivative (derivative p) + C (2 * (l : ℝ) + 1) * derivative p
    - C (2 * q) * (X * derivative p) + C (2 - (2 * (l : ℝ) + 1) * q) * p
```

This polynomial, written \(Lp\) below, is what remains of the Schrödinger equation once the prefactors are removed:

\[
Lp=r p''+(2l+1-2qr)p'+\big(2-(2l+1)q\big)p .
\]

`C` turns a number into a constant polynomial.

```lean
/-- The power-series coefficients of the radial factor, started at `1`. -/
def seriesCoeff (l : ℕ) (q : ℝ) : ℕ → ℝ
  | 0 => 1
  | k + 1 => (q * (2 * k + 2 * l + 1) - 2) / (((k : ℝ) + 1) * (k + 2 * l + 1))
      * seriesCoeff l q k
```

These are numbers \(c_k\) defined by recursion:

\[
c_0=1,\qquad c_{k+1}=\frac{q(2k+2l+1)-2}{(k+1)(k+2l+1)}\,c_k .
\]

```lean
/-- The power series of the radial factor, cut off after the power `n`. -/
def radialPoly (n l : ℕ) (q : ℝ) : ℝ[X] :=
  ∑ k ∈ Finset.range (n + 1), monomial k (seriesCoeff l q k)
```

The candidate solution is \(\sum_{k=0}^{n}c_k r^k\); `Finset.range (n + 1)` is the set \(\{0,\dots,n\}\).

## From the differential equation to a polynomial identity

```lean
/-- The derivative of a polynomial times `exp(-q r)` is again a polynomial times `exp(-q r)`. -/
theorem deriv_poly_exp (q : ℝ) (P : ℝ[X]) :
    deriv (fun r => P.eval r * Real.exp (-q * r)) =
      fun r => (derivative P - C q * P).eval r * Real.exp (-q * r) := by
  funext r
  have h1 : HasDerivAt (fun x : ℝ => -q * x) (-q) r := by
    simpa using (hasDerivAt_id' r).const_mul (-q)
  refine ((P.hasDerivAt r).fun_mul h1.exp).deriv.trans ?_
  simp only [eval_sub, eval_mul, eval_C]
  ring
```

For any polynomial \(P\), the product rule gives \((Pe^{-qr})'=(P'-qP)e^{-qr}\). Using it twice gives \((Pe^{-qr})''=(P''-2qP'+q^2P)e^{-qr}\).

```lean
/-- The Euler operator `r d/dr` applied to `r^l p` gives `r^l` times `l + r d/dr` applied to `p`. -/
theorem euler_operator (l : ℕ) (p : ℝ[X]) :
    X * derivative (X ^ l * p) = X ^ l * (C (l : ℝ) * p + X * derivative p) := by
  cases l with
  | zero => simp
  | succ m =>
    rw [derivative_mul, derivative_X_pow, Nat.add_sub_cancel]
    ring
```

With \(\theta=r\,d/dr\), this says \(\theta(r^l p)=r^l(l+\theta)p\). The factor \(r\) avoids the power \(r^{l-1}\), which would be awkward at \(l=0\).

```lean
/-- Away from the origin, the Hamiltonian multiplies the envelope by `-q^2/2`, up to a remainder
proportional to the Laguerre-type expression in `p`. -/
theorem hamiltonian_envelope (l : ℕ) (q : ℝ) (p : ℝ[X]) {r : ℝ} (hr : r ≠ 0) :
    radialHamiltonian l (envelope l q p) r = -(q ^ 2 / 2) * envelope l q p r
      - r ^ l * (laguerreOp l q p).eval r * Real.exp (-q * r) / (2 * r) := by
  have hf : envelope l q p = fun x => (X ^ l * p).eval x * Real.exp (-q * x) := by
    funext x
    simp only [envelope, eval_mul, eval_pow, eval_X]
  -- apply the Euler operator once and twice
  have e1 := euler_operator l p
  have e2 : X * derivative (X * derivative (X ^ l * p)) =
      X ^ l * (C (l : ℝ) * (C (l : ℝ) * p + X * derivative p)
        + X * derivative (C (l : ℝ) * p + X * derivative p)) := by
    rw [euler_operator l p, euler_operator l (C (l : ℝ) * p + X * derivative p)]
  unfold radialHamiltonian
  rw [hf, deriv_poly_exp, deriv_poly_exp]
  simp only [laguerreOp, derivative_sub, derivative_C_mul]
  generalize derivative (X ^ l * p) = D at e1 e2 ⊢
  replace e1 := congrArg (eval r) e1
  replace e2 := congrArg (eval r) e2
  simp only [derivative_mul, derivative_add, derivative_X, derivative_C, eval_add, eval_mul,
    eval_pow, eval_X, eval_C, eval_one, eval_zero] at e1 e2
  simp only [eval_add, eval_sub, eval_mul, eval_pow, eval_X, eval_C]
  -- solve for the two derivatives and insert them
  have hB : D.eval r = r ^ l * (l * p.eval r + r * (derivative p).eval r) / r := by
    rw [eq_div_iff hr]
    linear_combination e1
  have hC : (derivative D).eval r =
      (r ^ l * (l * (l * p.eval r + r * (derivative p).eval r)
        + r * (l * (derivative p).eval r + (derivative p).eval r
          + r * (derivative (derivative p)).eval r))
        - r ^ l * (l * p.eval r + r * (derivative p).eval r)) / r ^ 2 := by
    rw [eq_div_iff (pow_ne_zero 2 hr)]
    linear_combination e2 - e1
  rw [hB, hC]
  generalize Real.exp (-q * r) = E
  generalize r ^ l = R
  field_simp
  ring
```

Put \(P=r^l p\). Since \(P''+P'/r=\theta^2P/r^2\) and \(\theta^2P=r^l(l+\theta)^2p\), the centrifugal term cancels:

\[
P''+\frac{P'}{r}-\frac{l^2P}{r^2}=\frac{r^l}{r}\big(rp''+(2l+1)p'\big).
\]

The terms linear in \(q\), together with the Coulomb term, give

\[
-2qP'-\frac{qP}{r}+\frac{2P}{r}=\frac{r^l}{r}\big(-2qrp'+(2-(2l+1)q)p\big).
\]

Adding these and the \(q^2P\) term, and multiplying by \(-\tfrac12e^{-qr}\), yields

\[
H_lf=-\frac{q^2}{2}f-\frac{r^l\,(Lp)(r)\,e^{-qr}}{2r}.
\]

In Lean, `e1` and `e2` are the Euler identities for \(\theta P\) and \(\theta^2P\). `hB` and `hC` solve them for \(P'\) and \(P''\), and `field_simp` and `ring` finish the algebra.

```lean
/-- The envelope solves the radial equation with energy `-q^2/2` on `r > 0` exactly when its
polynomial factor solves the Laguerre-type equation. -/
theorem solves_iff (l : ℕ) (q : ℝ) (p : ℝ[X]) :
    (∀ r > 0, radialHamiltonian l (envelope l q p) r = -(q ^ 2 / 2) * envelope l q p r) ↔
      laguerreOp l q p = 0 := by
  constructor
  · intro h
    -- a polynomial that vanishes on the half-line is zero
    refine eq_zero_of_infinite_isRoot _ ((Set.Ioi_infinite (0 : ℝ)).mono ?_)
    intro r hr
    have hr0 : r ≠ 0 := ne_of_gt hr
    have h1 := h r hr
    rw [hamiltonian_envelope l q p hr0] at h1
    have h2 : r ^ l * (laguerreOp l q p).eval r * Real.exp (-q * r) / (2 * r) = 0 := by
      linarith
    change (laguerreOp l q p).eval r = 0
    simpa [hr0, Real.exp_ne_zero] using h2
  · intro h r hr
    rw [hamiltonian_envelope l q p (ne_of_gt hr), h]
    simp
```

The symbol `↔` means "if and only if". If \(Lp=0\), the remainder above vanishes. Conversely, if the Schrödinger equation holds for all \(r>0\), then \((Lp)(r)=0\) there, because \(r^l\), \(e^{-qr}\) and \(1/r\) are nonzero.

The proof turns on the next step, `eq_zero_of_infinite_isRoot`. In Mathlib a polynomial is a formal object given by its coefficients, not a function, so it takes a proof to pass from values that vanish on the half-line to coefficients that are all zero. This lemma supplies the link: a polynomial with infinitely many roots is zero. `Set.Ioi_infinite` says that the half-line \(r>0\) is infinite, and `.mono` passes this on to the set of roots that contains it. From here on, the differential equation can be treated coefficient by coefficient.

## The recursion for the coefficients

```lean
/-- The coefficient of `r^k` in the Laguerre-type expression links only the neighbouring
coefficients `k` and `k + 1` of `p`. -/
theorem laguerreOp_coeff (l : ℕ) (q : ℝ) (p : ℝ[X]) (k : ℕ) :
    (laguerreOp l q p).coeff k = ((k : ℝ) + 1) * (k + 2 * l + 1) * p.coeff (k + 1)
      - (q * (2 * k + 2 * l + 1) - 2) * p.coeff k := by
  cases k <;>
  · simp only [laguerreOp, coeff_add, coeff_sub, coeff_C_mul, coeff_X_mul, coeff_X_mul_zero,
      coeff_derivative]
    push_cast
    ring
```

Write \(p=\sum_k a_kr^k\). The terms \(rp''\) and \((2l+1)p'\) contribute \((k+1)(k+2l+1)a_{k+1}\) to the coefficient of \(r^k\), and the others contribute \(-(q(2k+2l+1)-2)a_k\). Hence \(Lp=0\) means, for every \(k\),

\[
(k+1)(k+2l+1)\,a_{k+1}=\big(q(2k+2l+1)-2\big)a_k .
\]

```lean
/-- The series coefficients obey the two-term recursion of the radial equation. -/
theorem seriesCoeff_rec (l : ℕ) (q : ℝ) (k : ℕ) :
    ((k : ℝ) + 1) * (k + 2 * l + 1) * seriesCoeff l q (k + 1) =
      (q * (2 * k + 2 * l + 1) - 2) * seriesCoeff l q k := by
  have h : ((k : ℝ) + 1) * (k + 2 * l + 1) ≠ 0 := by positivity
  rw [seriesCoeff, ← mul_assoc, mul_div_cancel₀ _ h]
```

The numbers \(c_k\) satisfy this recursion; `positivity` confirms that the denominator in their definition is nonzero.

```lean
/-- The polynomial factor of a solution with energy `-q^2/2` is fixed by `l`, `q` and its
constant coefficient. -/
theorem solution_unique (l : ℕ) (q : ℝ) (p : ℝ[X])
    (h : ∀ r > 0, radialHamiltonian l (envelope l q p) r = -(q ^ 2 / 2) * envelope l q p r)
    (k : ℕ) : p.coeff k = p.coeff 0 * seriesCoeff l q k := by
  induction k with
  | zero => simp [seriesCoeff]
  | succ k ih =>
    have h1 := laguerreOp_coeff l q p k
    rw [(solves_iff l q p).1 h, coeff_zero] at h1
    have hc : ((k : ℝ) + 1) * (k + 2 * l + 1) ≠ 0 := by positivity
    apply mul_left_cancel₀ hc
    linear_combination -h1 + (q * (2 * k + 2 * l + 1) - 2) * ih
      - p.coeff 0 * seriesCoeff_rec l q k
```

Every solution of this form has \(a_k=a_0c_k\). This holds at \(k=0\), and the recursion carries it from \(k\) to \(k+1\). Only the overall factor \(a_0\) is free.

## The allowed values of \(q\)

```lean
/-- Quantization of the two-dimensional exciton: for real `q`, the radial equation with energy
`-q^2/2` has a solution `r^l p(r) exp(-q r)` on `r > 0` with `p` of degree `n` if and only if
`q = 1/(n + l + 1/2)`. -/
theorem exciton_quantization (n l : ℕ) (q : ℝ) :
    (∃ p : ℝ[X], p.degree = n ∧
      ∀ r > 0, radialHamiltonian l (envelope l q p) r = -(q ^ 2 / 2) * envelope l q p r) ↔
      q = 1 / ((n : ℝ) + l + 1 / 2) := by
  have hpos : (n : ℝ) + l + 1 / 2 ≠ 0 := by positivity
  rw [eq_div_iff hpos]
  constructor
  · rintro ⟨p, hp, h⟩
    -- the recursion at the top degree
    have h1 := laguerreOp_coeff l q p n
    have h2 : p.coeff (n + 1) = 0 := by
      apply coeff_eq_zero_of_degree_lt
      rw [hp]
      exact_mod_cast Nat.lt_succ_self n
    rw [(solves_iff l q p).1 h, coeff_zero, h2] at h1
    have h3 : (q * (2 * n + 2 * l + 1) - 2) * p.coeff n = 0 := by linarith
    have h4 := (mul_eq_zero.1 h3).resolve_right (coeff_ne_zero_of_eq_degree hp)
    linear_combination h4 / 2
  · intro hq
    have hq0 : 0 < q := by
      have : (0 : ℝ) < (n : ℝ) + l + 1 / 2 := by positivity
      exact pos_of_mul_pos_left (by rw [hq]; exact one_pos) this.le
    have hcoeff : ∀ k, (radialPoly n l q).coeff k =
        if k ∈ Finset.range (n + 1) then seriesCoeff l q k else 0 := by
      intro k
      simp only [radialPoly, Polynomial.finsetSum_coeff, coeff_monomial, Finset.sum_ite_eq']
    -- no coefficient vanishes up to the power n
    have hne : ∀ k, k ≤ n → seriesCoeff l q k ≠ 0 := by
      intro k
      induction k with
      | zero => intro _; simp [seriesCoeff]
      | succ k ih =>
        intro hk h0
        have h1 := seriesCoeff_rec l q k
        rw [h0, mul_zero] at h1
        have h2 := (mul_eq_zero.1 h1.symm).resolve_right (ih (by omega))
        have hkn : (k : ℝ) + 1 ≤ n := by exact_mod_cast hk
        nlinarith [mul_le_mul_of_nonneg_left hkn hq0.le]
    refine ⟨radialPoly n l q, degree_eq_of_le_of_coeff_ne_zero ?_ ?_, ?_⟩
    · rw [degree_le_iff_coeff_zero]
      intro m hm
      have hm' : n < m := by exact_mod_cast hm
      rw [hcoeff, if_neg (by rw [Finset.mem_range]; omega)]
    · rw [hcoeff, if_pos (by rw [Finset.mem_range]; omega)]
      exact hne n le_rfl
    · rw [solves_iff]
      ext k
      rw [laguerreOp_coeff, hcoeff, hcoeff, coeff_zero]
      rcases lt_trichotomy k n with hk | hk | hk
      · rw [if_pos (by rw [Finset.mem_range]; omega), if_pos (by rw [Finset.mem_range]; omega)]
        linear_combination seriesCoeff_rec l q k
      · -- the series terminates here
        subst hk
        rw [if_neg (by rw [Finset.mem_range]; omega), if_pos (by rw [Finset.mem_range]; omega)]
        linear_combination (-2 * seriesCoeff l q k) * hq
      · rw [if_neg (by rw [Finset.mem_range]; omega), if_neg (by rw [Finset.mem_range]; omega)]
        ring
```

The statement says: for naturals \(n,l\) and real \(q\), there exists (`∃`) a polynomial \(p\) of degree \(n\) whose envelope solves the equation for all \(r>0\) with energy \(-q^2/2\), if and only if \(q=1/(n+l+\tfrac12)\). The sign of \(q\) is not assumed; it comes out positive. The energies are therefore

\[
E=-\frac{1}{2(n+l+\frac12)^2}.
\]

Suppose first that a solution exists. At \(k=n\) the recursion has \(a_{n+1}=0\) and \(a_n\neq0\), so \(q(2n+2l+1)=2\). These are `h2`, `h3` and `h4`.

Conversely, let \(q\) have this value. Then

\[
q(2k+2l+1)-2=2q(k-n),
\]

which is nonzero for \(k<n\) and zero at \(k=n\). So \(c_0,\dots,c_n\) are all nonzero (`hne`), and the truncated sum has degree exactly \(n\). It satisfies the recursion in each of the three cases that `lt_trichotomy` separates: for \(k<n\) by construction, at \(k=n\) because the factor vanishes, and for \(k>n\) because both sides are zero.

The degree condition matters. Without it, \(p=0\) would be admitted, and the zero function solves the equation for every \(q\). With \(n=l=0\) and \(q=1\), the left side would then be true while the right side demands \(q=2\). `degree` excludes this, since Mathlib gives the zero polynomial the degree \(\bot\), which is not a natural number.

```lean
/-- For zero angular momentum, `exp(-2 r)` solves the radial equation on `r > 0` with
energy `-2`. -/
theorem ground_state (r : ℝ) (hr : 0 < r) :
    radialHamiltonian 0 (fun x => Real.exp (-2 * x)) r = -2 * Real.exp (-2 * r) := by
  have hf : envelope 0 2 1 = fun x => Real.exp (-2 * x) := by
    funext x
    simp [envelope]
  have hL : laguerreOp 0 2 1 = 0 := by simp [laguerreOp]
  have h := (solves_iff 0 2 1).2 hL r hr
  rw [hf] at h
  rw [h]
  ring

end

end TwoDimensionalExciton
```

For \(l=0\), \(q=2\) and \(p=1\), the derivatives of \(p\) vanish and \(Lp=2-q=0\). So \(e^{-2r}\) has energy \(-2\) effective Hartrees, or \(-4\) effective Rydbergs. Normalised over the plane, the state is \(\sqrt{8/\pi}\,e^{-2r}\). The theorem verifies the eigenvalue equation; that no state lies lower is part of the physics behind the name `ground_state`, not of its statement.

```lean
#print axioms TwoDimensionalExciton.solution_unique
#print axioms TwoDimensionalExciton.exciton_quantization
#print axioms TwoDimensionalExciton.ground_state
```

```
'TwoDimensionalExciton.solution_unique' depends on axioms: [propext, Classical.choice, Quot.sound]
'TwoDimensionalExciton.exciton_quantization' depends on axioms: [propext, Classical.choice, Quot.sound]
'TwoDimensionalExciton.ground_state' depends on axioms: [propext, Classical.choice, Quot.sound]
```
